# The empty-lattice deformation potential: first-order energy shift of a plane wave under homogeneous strain

## Plane waves, strain and units

Units are \(\hbar = m = 1\). Space has finite dimension \(d\), vectors are real with Cartesian components labelled \(i, j\), and \(\langle a, b\rangle = \sum_i a_i b_i\). In the empty-lattice model an electron feels no potential, the lattice supplies only the labelling of states, and a plane wave of wavevector \(q\) has the energy
\[ \mathcal E(q) = \tfrac12 \langle q, q\rangle . \]

A homogeneous deformation carries each lattice vector \(R\) to \((1 + tu)R\), where \(u\) is a real \(d\times d\) matrix, the displacement gradient, and the real number \(t\) is its amplitude. A state keeps its label when the phase it acquires over each lattice vector is unchanged. The phase factor fixes that phase only modulo \(2\pi\); following the state continuously from \(t=0\) excludes a jump by a multiple of \(2\pi\), so the phase is unchanged as a real number. The wavevector \(G\) must then go to a vector \(G'\) with \(\langle G', (1+tu)R\rangle = \langle G, R\rangle\) for lattice vectors \(R\) that span the space, which gives \((1+tu)^{T} G' = G\), that is
\[ G' = \big((1+tu)^{-1}\big)^{T} G . \]
For a pure strain, a symmetric matrix \(e\), the transpose drops out. The strained wavevector and the strained energy are defined as
\[ v(t) = (1+te)^{-1} G, \qquad E(t) = \mathcal E\big(v(t)\big), \qquad v(0) = G . \]
The rule holds for a reciprocal lattice vector and equally for a crystal momentum \(k\) kept at fixed fractional coordinates, so \(G\) may stand for any sum of the two. A deformation potential is the coefficient of the energy shift linear in the strain. For non-interacting electrons in zero potential the shift is purely kinetic, which makes the result below a closed-form reference value for a band-structure calculation on a strained cell in that limit.

## The result and its Lean form

For every real \(d\times d\) matrix \(e\) and every vector \(G\), the matrix \(1+te\) is invertible for all \(t\) in some neighbourhood of \(0\), and
\[ E'(0) = -\langle G, eG\rangle . \]
In ordinary units the right side carries the factor \(\hbar^2/m\). For \(d=1\) the energy is \(G^2/\big(2(1+te)^2\big)\) and the derivative is \(-eG^2\): stretching the chain lengthens the wavelength and lowers the energy.

In Lean the components are labelled by a finite type `n` with \(d\) elements, a vector is a function `n → ℝ`, and a matrix has type `Matrix n n ℝ`. The product `⬝ᵥ` is the Euclidean scalar product, so the components refer to orthonormal axes, and `*ᵥ` is the action of a matrix on a vector. The definitions `freeEnergy`, `strainedWavevector` and `strainedEnergy` are \(\mathcal E\), \(v\) and \(E\).

The theorem `empty_lattice_deformation_potential` has two clauses. The first, `∀ᶠ t : ℝ in 𝓝 0, IsUnit (1 + t • e).det`, says that the determinant is nonzero for all \(t\) close enough to zero; no size is given for the neighbourhood. Lean assigns the zero matrix as inverse of a singular matrix, and this clause shows that the convention plays no part near \(t=0\). The second, `HasDerivAt (strainedEnergy e G) (-(G ⬝ᵥ e *ᵥ G)) 0`, says that \(E\) is differentiable at \(0\) with derivative \(-\langle G, eG\rangle\).

Symmetry of \(e\) is not among the hypotheses. For a non-symmetric \(e\) the definition describes the deformation with displacement gradient \(u = e^{T}\). No lattice appears in the formal statement: the transformation law of the wavevector enters as a definition, standing for the conservation of phase described above, and \(G\) is an arbitrary vector. The theorems follow individual plane waves along a one-parameter family of homogeneous deformations. A periodic potential, the mixing of plane waves that it causes, spin and position-dependent strain are absent.

## The derivative at zero strain

The determinant \(\det(1+te)\) is a polynomial in \(t\) with value \(1\) at \(t=0\). By continuity it is nonzero near \(0\), so the inverse exists there.

For such \(t\), multiplying the definition of \(v\) by \(1+te\) gives \(v(t) + t\,e\,v(t) = G\), hence
\[ v(t) - G = -t\, e\, v(t), \qquad \frac{v(t) - v(0)}{t} = -e\,v(t) \quad (t \neq 0). \]
Matrix inversion is continuous at the identity, so \(v(t) \to G\) as \(t\to0\), and the difference quotient tends to
\[ v'(0) = -eG . \]
The product rule applied to \(E = \tfrac12\sum_i v_i v_i\) gives
\[ E'(0) = \tfrac12 \sum_i \big( v_i'(0)\,G_i + G_i\,v_i'(0) \big) = -\sum_i G_i (eG)_i = -\langle G, eG\rangle . \]

## The tensor \(\Xi\), rotations and the symmetric part

Written out in components, the derivative is a contraction with the deformation-potential tensor \(\Xi\), which is `deformationPotential G`:
\[ E'(0) = \sum_{i,j} \Xi_{ij}\, e_{ij}, \qquad \Xi_{ij} = -G_i G_j . \]
This is `hasDerivAt_strainedEnergy_tensor`.

For a general displacement gradient, \(\big((1+tu)^{-1}\big)^{T} = (1+tu^{T})^{-1}\), so the result applies with \(e = u^T\). Exchanging the summation labels shows \(\langle G, u^T G\rangle = \langle G, uG\rangle\), and both equal their mean. With \(\varepsilon = (u+u^T)/2\), which is `symmetricPart u`,
\[ \frac{d}{dt}\,\mathcal E\Big(\big((1+tu)^{-1}\big)^T G\Big)\Big|_{t=0} = -\langle G, \varepsilon G\rangle . \]
The theorem is `hasDerivAt_energy_displacementGradient`: to first order only the strain \(\varepsilon\) matters, and the antisymmetric part of \(u\), an infinitesimal rotation, does not.

The theorem `no_first_order_shift_iff` makes this sharp: \(E'(0)=0\) for every vector \(G\) if and only if \(e^T=-e\). If \(e^T=-e\), then \(\langle G,eG\rangle = \langle G,e^TG\rangle = -\langle G,eG\rangle\), so the form vanishes. Conversely, let \(\delta_i\) be the unit vector along axis \(i\), so that \(\langle\delta_i, e\,\delta_j\rangle = e_{ij}\). The choices \(G=\delta_i\) and \(G=\delta_j\) give \(e_{ii}=e_{jj}=0\), and \(G=\delta_i+\delta_j\) gives \(e_{ii}+e_{ij}+e_{ji}+e_{jj}=0\), so \(e_{ji}=-e_{ij}\). The quantifier runs over all real vectors, not over the points of one reciprocal lattice. For \(d=1\) the condition reads \(e=0\). The statement concerns first order only.

## Wavevectors along principal axes

Suppose \(eG = sG\) with a real number \(s\); for symmetric \(e\) and \(G \neq 0\) this says that \(G\) lies along a principal axis with principal strain \(s\). Then \((1+te)G = (1+ts)G\). At any amplitude \(t\) where \(1+te\) is invertible, applying the inverse gives \(G = (1+ts)\,v(t)\), and since \(\mathcal E\) is quadratic,
\[ (1+ts)^2\,E(t) = \mathcal E(G) . \]
This law, `principal_axis_exact`, holds at finite \(t\) and is stated as a product, with no division by \(1+ts\). Its hypothesis `ht` says that the deformed cell has not collapsed to zero volume.

Take two wavevectors with \(eG_1=s_1G_1\), \(eG_2=s_2G_2\) and a common unstrained energy \(E_0=\mathcal E(G_1)=\mathcal E(G_2)\), and call their strained energies \(E_1(t)\) and \(E_2(t)\). Then \(E_1'(0) = -s_1\langle G_1,G_1\rangle = -2s_1E_0\) and likewise \(E_2'(0) = -2s_2E_0\), so
\[ \frac{d}{dt}\big(E_1-E_2\big)\Big|_{t=0} = -2(s_1-s_2)E_0 . \]
This is `principal_axis_splitting`; the two vectors need not be orthogonal or distinct. For the shear \(e=\mathrm{diag}(1,-1)\) in two dimensions and vectors of length \(g\) along the two axes, \(E_0=g^2/2\) and the rate is \(-2g^2\).

## The Lean file

```lean
import Mathlib

open Matrix Filter Topology

namespace EmptyLatticeDeformation

noncomputable section

variable {n : Type*} [Fintype n] [DecidableEq n]

/-- Free-electron energy `|q|² / 2` of a plane wave with wavevector `q` (units `ħ = m = 1`). -/
def freeEnergy (q : n → ℝ) : ℝ := q ⬝ᵥ q / 2

/-- The vector `(1 + t e)⁻¹ G`: when `1 + t e` is invertible, the wavevector in the lattice deformed
by `1 + t eᵀ` (the strain `t e` if `e` is symmetric). -/
def strainedWavevector (e : Matrix n n ℝ) (G : n → ℝ) (t : ℝ) : n → ℝ := (1 + t • e)⁻¹ *ᵥ G

/-- The strained empty-lattice energy `|(1 + t e)⁻¹ G|² / 2`. -/
def strainedEnergy (e : Matrix n n ℝ) (G : n → ℝ) (t : ℝ) : ℝ :=
  freeEnergy (strainedWavevector e G t)

/-- The empty-lattice deformation-potential tensor `Ξ_ij = -G_i G_j`. -/
def deformationPotential (G : n → ℝ) : Matrix n n ℝ := Matrix.of fun i j => -(G i * G j)

/-- The symmetric part `(u + uᵀ) / 2` of a displacement gradient `u`. -/
def symmetricPart (u : Matrix n n ℝ) : Matrix n n ℝ := (1 / 2 : ℝ) • (u + uᵀ)

/-- The matrix `1 + t e` is invertible for all amplitudes `t` near zero. -/
theorem eventually_invertible (e : Matrix n n ℝ) :
    ∀ᶠ t : ℝ in 𝓝 0, IsUnit (1 + t • e).det := by
  have h1 : Continuous fun t : ℝ => (1 + t • e : Matrix n n ℝ) :=
    continuous_const.add (continuous_id.smul continuous_const)
  have h2 : ContinuousAt (fun t : ℝ => (1 + t • e : Matrix n n ℝ).det) 0 :=
    h1.matrix_det.continuousAt
  have h3 : (fun t : ℝ => (1 + t • e : Matrix n n ℝ).det) 0 ≠ 0 := by simp
  filter_upwards [h2.eventually_ne h3] with t ht
  exact isUnit_iff_ne_zero.mpr ht

/-- The strained wavevector `(1 + t e)⁻¹ G` has derivative `-e G` at `t = 0`. -/
theorem hasDerivAt_strainedWavevector (e : Matrix n n ℝ) (G : n → ℝ) :
    HasDerivAt (strainedWavevector e G) (-(e *ᵥ G)) 0 := by
  have h1 : Continuous fun t : ℝ => (1 + t • e : Matrix n n ℝ) :=
    continuous_const.add (continuous_id.smul continuous_const)
  have h2 : ContinuousAt (Inv.inv : Matrix n n ℝ → Matrix n n ℝ)
      ((fun t : ℝ => (1 + t • e : Matrix n n ℝ)) 0) := by
    apply continuousAt_matrix_inv
    rw [Ring.inverse_eq_inv']
    apply continuousAt_inv₀
    simp
  -- the inverse deformation is continuous at `t = 0`
  have hR : ContinuousAt (fun t : ℝ => (1 + t • e : Matrix n n ℝ)⁻¹) 0 :=
    ContinuousAt.comp (f := fun t : ℝ => (1 + t • e : Matrix n n ℝ)) h2 h1.continuousAt
  have hM : Continuous fun M : Matrix n n ℝ => -(e *ᵥ (M *ᵥ G)) :=
    (continuous_const.matrix_mulVec (continuous_id.matrix_mulVec continuous_const)).neg
  have hw : ContinuousAt (fun t : ℝ => -(e *ᵥ strainedWavevector e G t)) 0 :=
    ContinuousAt.comp (f := fun t : ℝ => (1 + t • e : Matrix n n ℝ)⁻¹) hM.continuousAt hR
  have h0 : strainedWavevector e G 0 = G := by simp [strainedWavevector]
  have hlim : Tendsto (fun t : ℝ => -(e *ᵥ strainedWavevector e G t)) (𝓝[≠] 0)
      (𝓝 (-(e *ᵥ G))) := by
    have h := hw.tendsto
    simp only [h0] at h
    exact h.mono_left nhdsWithin_le_nhds
  rw [hasDerivAt_iff_tendsto_slope_zero]
  refine hlim.congr' ?_
  filter_upwards [nhdsWithin_le_nhds (eventually_invertible e), self_mem_nhdsWithin]
    with t ht ht0
  have ht0' : t ≠ 0 := ht0
  -- resolvent identity: `v(t) - G = -t e v(t)`
  have h3 : (1 + t • e) *ᵥ strainedWavevector e G t = G := by
    unfold strainedWavevector
    rw [Matrix.mulVec_mulVec, Matrix.mul_nonsing_inv _ ht, Matrix.one_mulVec]
  rw [Matrix.add_mulVec, Matrix.one_mulVec, Matrix.smul_mulVec] at h3
  have h4 : strainedWavevector e G t - G = t • (-(e *ᵥ strainedWavevector e G t)) := by
    rw [smul_neg, sub_eq_iff_eq_add, eq_neg_add_iff_add_eq, add_comm]
    exact h3
  rw [zero_add, h0, h4, smul_smul, inv_mul_cancel₀ ht0', one_smul]

/-- For any real matrix `e` and wavevector `G`, the matrix `1 + t e` is invertible near `t = 0`, and
the energy `|(1 + t e)⁻¹ G|² / 2` has derivative `-⟨G, e G⟩` at `t = 0`. -/
theorem empty_lattice_deformation_potential (e : Matrix n n ℝ) (G : n → ℝ) :
    (∀ᶠ t : ℝ in 𝓝 0, IsUnit (1 + t • e).det) ∧
      HasDerivAt (strainedEnergy e G) (-(G ⬝ᵥ e *ᵥ G)) 0 := by
  refine ⟨eventually_invertible e, ?_⟩
  have hv := hasDerivAt_pi.mp (hasDerivAt_strainedWavevector e G)
  have h0 : strainedWavevector e G 0 = G := by simp [strainedWavevector]
  -- product rule, component by component
  have h := (HasDerivAt.fun_sum (u := Finset.univ)
    fun i _ => (hv i).fun_mul (hv i)).div_const 2
  refine HasDerivAt.congr_deriv h ?_
  simp only [h0, Pi.neg_apply]
  generalize e *ᵥ G = w
  rw [dotProduct, Finset.sum_div, ← Finset.sum_neg_distrib]
  exact Finset.sum_congr rfl fun i _ => by ring

/-- The derivative of the strained energy at `t = 0` is the contraction `∑ Ξ_ij e_ij` of the
deformation-potential tensor with `e`. -/
theorem hasDerivAt_strainedEnergy_tensor (e : Matrix n n ℝ) (G : n → ℝ) :
    HasDerivAt (strainedEnergy e G) (∑ i, ∑ j, deformationPotential G i j * e i j) 0 := by
  refine (empty_lattice_deformation_potential e G).2.congr_deriv ?_
  simp only [dotProduct, Matrix.mulVec, deformationPotential, Matrix.of_apply, Finset.mul_sum,
    ← Finset.sum_neg_distrib]
  exact Finset.sum_congr rfl fun i _ => Finset.sum_congr rfl fun j _ => by ring

omit [DecidableEq n] in
/-- The quadratic form `⟨G, e G⟩` is unchanged when `e` is transposed. -/
theorem quadForm_transpose (e : Matrix n n ℝ) (G : n → ℝ) :
    G ⬝ᵥ eᵀ *ᵥ G = G ⬝ᵥ e *ᵥ G := by
  rw [Matrix.mulVec_transpose, dotProduct_comm, ← Matrix.dotProduct_mulVec]

/-- For a displacement gradient `u`, with the wavevector carried by the inverse transpose of
`1 + t u`, the energy has derivative `-⟨G, ε G⟩` at `t = 0`, `ε` the symmetric part of `u`. -/
theorem hasDerivAt_energy_displacementGradient (u : Matrix n n ℝ) (G : n → ℝ) :
    HasDerivAt (fun t : ℝ => freeEnergy (((1 + t • u)⁻¹)ᵀ *ᵥ G))
      (-(G ⬝ᵥ symmetricPart u *ᵥ G)) 0 := by
  have hf : (fun t : ℝ => freeEnergy (((1 + t • u)⁻¹)ᵀ *ᵥ G)) = strainedEnergy uᵀ G := by
    funext t
    unfold strainedEnergy strainedWavevector
    rw [Matrix.transpose_nonsing_inv, Matrix.transpose_add, Matrix.transpose_one,
      Matrix.transpose_smul]
  rw [hf]
  refine (empty_lattice_deformation_potential uᵀ G).2.congr_deriv ?_
  rw [symmetricPart, Matrix.smul_mulVec, Matrix.add_mulVec, dotProduct_smul, dotProduct_add,
    quadForm_transpose, smul_eq_mul]
  ring

/-- The first-order energy shift vanishes for every wavevector exactly when `e` is
antisymmetric. -/
theorem no_first_order_shift_iff (e : Matrix n n ℝ) :
    (∀ G : n → ℝ, HasDerivAt (strainedEnergy e G) 0 0) ↔ eᵀ = -e := by
  constructor
  · intro h
    have hq : ∀ G : n → ℝ, G ⬝ᵥ e *ᵥ G = 0 := fun G =>
      neg_eq_zero.mp ((empty_lattice_deformation_potential e G).2.unique (h G))
    have key : ∀ i j, (Pi.single i 1 : n → ℝ) ⬝ᵥ e *ᵥ (Pi.single j 1 : n → ℝ) = e i j := by
      intro i j
      rw [single_dotProduct, one_mul, Matrix.mulVec, dotProduct_single, mul_one]
    ext i j
    -- polarisation with the test vectors `δ_i`, `δ_j` and `δ_i + δ_j`
    have hi := hq (Pi.single i 1)
    have hj := hq (Pi.single j 1)
    have hij := hq (Pi.single i 1 + Pi.single j 1)
    simp only [Matrix.mulVec_add, add_dotProduct, dotProduct_add, key] at hi hj hij
    rw [Matrix.transpose_apply, Matrix.neg_apply]
    linarith
  · intro h G
    refine (empty_lattice_deformation_potential e G).2.congr_deriv ?_
    have h1 := quadForm_transpose e G
    rw [h, Matrix.neg_mulVec, dotProduct_neg] at h1
    linarith

/-- If `e G = s G` and `1 + t e` is invertible, then `(1 + t s)²` times the strained energy equals
the unstrained energy. -/
theorem principal_axis_exact (e : Matrix n n ℝ) (G : n → ℝ) (s t : ℝ)
    (hG : e *ᵥ G = s • G) (ht : IsUnit (1 + t • e).det) :
    (1 + t * s) ^ 2 * strainedEnergy e G t = freeEnergy G := by
  have h1 : (1 + t • e) *ᵥ G = (1 + t * s) • G := by
    rw [Matrix.add_mulVec, Matrix.one_mulVec, Matrix.smul_mulVec, hG, smul_smul, add_smul,
      one_smul]
  have h2 : (1 + t * s) • strainedWavevector e G t = G := by
    unfold strainedWavevector
    rw [← Matrix.mulVec_smul, ← h1, Matrix.mulVec_mulVec, Matrix.nonsing_inv_mul _ ht,
      Matrix.one_mulVec]
  have h3 : freeEnergy G = freeEnergy ((1 + t * s) • strainedWavevector e G t) := by rw [h2]
  rw [h3]
  simp only [strainedEnergy, freeEnergy, smul_dotProduct, dotProduct_smul, smul_eq_mul]
  ring

/-- Two plane waves of equal unstrained energy `E₀` with `e G₁ = s₁ G₁`, `e G₂ = s₂ G₂` for real
`s₁`, `s₂` have an energy difference with derivative `-2 (s₁ - s₂) E₀` at `t = 0`. -/
theorem principal_axis_splitting (e : Matrix n n ℝ) (G₁ G₂ : n → ℝ) (s₁ s₂ E₀ : ℝ)
    (h₁ : e *ᵥ G₁ = s₁ • G₁) (h₂ : e *ᵥ G₂ = s₂ • G₂)
    (hE₁ : freeEnergy G₁ = E₀) (hE₂ : freeEnergy G₂ = E₀) :
    HasDerivAt (fun t => strainedEnergy e G₁ t - strainedEnergy e G₂ t)
      (-2 * (s₁ - s₂) * E₀) 0 := by
  refine ((empty_lattice_deformation_potential e G₁).2.fun_sub
    (empty_lattice_deformation_potential e G₂).2).congr_deriv ?_
  unfold freeEnergy at hE₁ hE₂
  rw [h₁, h₂, dotProduct_smul, dotProduct_smul, smul_eq_mul, smul_eq_mul]
  linear_combination (-2 * s₁) * hE₁ + 2 * s₂ * hE₂

end

end EmptyLatticeDeformation
```

```lean
#print axioms EmptyLatticeDeformation.hasDerivAt_energy_displacementGradient
-- 'EmptyLatticeDeformation.hasDerivAt_energy_displacementGradient' depends on axioms: [propext, Classical.choice, Quot.sound]
#print axioms EmptyLatticeDeformation.no_first_order_shift_iff
-- 'EmptyLatticeDeformation.no_first_order_shift_iff' depends on axioms: [propext, Classical.choice, Quot.sound]
#print axioms EmptyLatticeDeformation.principal_axis_exact
-- 'EmptyLatticeDeformation.principal_axis_exact' depends on axioms: [propext, Classical.choice, Quot.sound]
#print axioms EmptyLatticeDeformation.principal_axis_splitting
-- 'EmptyLatticeDeformation.principal_axis_splitting' depends on axioms: [propext, Classical.choice, Quot.sound]
```

## Invertibility and the wavevector derivative in Lean

In `eventually_invertible`, `h1` and `h2` state that \(1+te\) and its determinant depend continuously on \(t\), and `h3` that the determinant is nonzero at \(t=0\). From these `h2.eventually_ne h3` yields a nonzero determinant nearby, and `isUnit_iff_ne_zero` restates this as `IsUnit`.

The lemma `hasDerivAt_strainedWavevector` follows the difference-quotient argument and has two halves. The first half is the limit. In `h2`, `continuousAt_matrix_inv` reduces continuity of the matrix inverse at the identity to continuity of the real reciprocal at the determinant \(1\). Composition gives `hR`, continuity of \((1+te)^{-1}\) at zero, and then `hw`, continuity of \(-e\,v(t)\). With `h0`, which is \(v(0)=G\), this becomes `hlim`: \(-e\,v(t)\to -eG\) as \(t\to0\) through nonzero values, the meaning of `𝓝[≠] 0`.

The second half is the algebra. After `hasDerivAt_iff_tendsto_slope_zero` turns the derivative into the limit of the difference quotient, `hlim.congr'` leaves only the claim that the quotient equals \(-e\,v(t)\) for small nonzero \(t\). The `filter_upwards` line supplies such a \(t\) with `ht` (invertibility) and `ht0` (\(t\ne0\)). Then `h3` is \((1+te)v(t)=G\), `h4` is \(v(t)-G=t\,(-e\,v(t))\), and the last line cancels \(t^{-1}t\).

## The product rule and its corollaries in Lean

In the main theorem `hasDerivAt_pi` splits the vector derivative into components `hv i`. The product rule for \(v_iv_i\) is `fun_mul`, the sum over \(i\) is `HasDerivAt.fun_sum`, and the factor \(\tfrac12\) is `div_const 2`. After \(eG\) is renamed `w`, `ring` checks for each \(i\) that \(\tfrac12(-w_iG_i - G_iw_i) = -G_iw_i\).

The tensor form, the displacement-gradient form and the splitting all reuse this derivative and rewrite its value as an equal expression, through `congr_deriv`. The tensor form expands both products into a double sum. For the displacement gradient, `hf` identifies the function with `strainedEnergy uᵀ G` by moving the transpose through the inverse, and `quadForm_transpose` supplies the exchange of labels. For the splitting, `fun_sub` differentiates the difference and `linear_combination` inserts the two energy conditions with weights \(-2s_1\) and \(2s_2\).

In the forward direction of `no_first_order_shift_iff`, uniqueness of derivatives gives `hq`, the vanishing of \(\langle G,eG\rangle\) for all \(G\). The vectors `Pi.single i 1` are the \(\delta_i\), `key` extracts the matrix element, and `linarith` combines `hi`, `hj` and `hij`; for \(i=j\) these still give \(e_{ii}=0\). In the reverse direction `quadForm_transpose` makes the form equal to its own negative. In `principal_axis_exact`, `h1` is \((1+te)G=(1+ts)G\), `h2` is \((1+ts)v(t)=G\), and `h3` with `ring` pulls the squared factor out of the energy.

## Where the principal-axis laws break

The following examples are ordinary arithmetic and are not among the theorems above.

Without `ht` the exact law fails. Take \(d=1\), \(e=-1\), \(G=1\), so that \(s=-1\), and \(t=1\), where the chain is compressed to a point. The left side carries the factor \((1+ts)^2=0\), while the right side is \(\tfrac12\).

Without `hG` it fails as well. Take \(d=2\), the symmetric \(e\) with zero diagonal and off-diagonal entries \(1\), and \(G=(1,0)\). For \(|t|<1\),
\[ v(t)=\frac{(1,-t)}{1-t^2}, \qquad E(t)=\frac{1+t^2}{2(1-t^2)^2} . \]
Here \(E'(0)=0\), so a law with fixed \(s\) would need \(s=0\) and a constant energy \(\tfrac12\), whereas \(E(\tfrac12)=\tfrac{10}{9}\).

Without `hE₂` the splitting formula fails. Take \(d=1\), \(e=1\), \(G_1=1\), \(G_2=2\), so that \(s_1=s_2=1\) and \(E_0=\tfrac12\). The formula gives \(0\), while the difference has derivative \(-1+4=3\).
